# Nonnegative work of a memory stress built from decaying exponentials with nonnegative weights, and the bound \(E(T)\le E(0)\)

## One relaxation mode

Take a stress \(\sigma\) that remembers a velocity gradient \(u\) through the kernel \(K(t)=e^{-t}\), so that \(\sigma(t)=\int_0^t e^{-(t-s)}u(s)\,ds\), and drive it with \(u(t)=\cos t+\sin t\). Since \(e^{s}(\cos s+\sin s)\) is the derivative of \(e^{s}\sin s\), the stress is \(\sigma(t)=\sin t\). The power absorbed, \(u\sigma=\sin t\cos t+\sin^2 t\), integrates to the work
\[
W(T)=\int_0^T u\sigma\,dt=\tfrac12\sin^2T+\int_0^T\sin^2 t\,dt .
\]
The power is negative for \(3\pi/4<t<\pi\), where \(W\) falls from \(\tfrac12+\tfrac{3\pi}{8}\) to \(\tfrac{\pi}{2}\). The work nevertheless stays nonnegative for \(T\ge0\), because it is a sum of two nonnegative terms. The first is stored in the memory and can be handed back, and the second only grows. An energy \(E\) with \(E'=-u\sigma\) rises on \((3\pi/4,\pi)\) and still never exceeds \(E(0)\).

## The identity and the bound

Let \(k\) run over a finite index set, with real weights \(c_k\) and relaxation times \(\tau_k\), and let \(u\) be a continuous real function of time. Define the kernel, the stress, the work and the internal modes by
\[
K(t)=\sum_k c_k e^{-t/\tau_k},\qquad \sigma(t)=\int_0^t K(t-s)u(s)\,ds,\qquad W(T)=\int_0^T u\sigma\,dt,
\]
\[
q_k(t)=\int_0^t e^{-(t-s)/\tau_k}u(s)\,ds .
\]
If every \(\tau_k\neq0\), then for every real \(T\)
\[
W(T)=\sum_k c_k\left(\frac{q_k(T)^2}{2}+\frac{1}{\tau_k}\int_0^T q_k(t)^2\,dt\right).
\]
If \(c_k\ge0\), \(\tau_k>0\) and \(T\ge0\), then \(W(T)\ge0\), and any \(E\) that is continuous on \(t\ge0\) and obeys \(E'=-u\sigma\) for \(t>0\) satisfies \(E(T)\le E(0)\). The work is strictly positive when also \(T>0\), some \(c_k>0\), and \(u\) is nonzero somewhere on \([0,T]\).

## Where a code for this model would use it

In time-dependent current-density functional theory the memory part of the exchange-correlation force can be approximated through a viscoelastic stress, and when no external field does work the rate of change of the adiabatic energy is minus the power this stress absorbs; the result here is the sign statement for that balance in a model with one scalar gradient, a fixed multi-exponential kernel and no external driving. A propagation code built on this model would meet it in three places.

The first is the kernel fit. A kernel fitted by exponentials with \(c_k\ge0\) and \(\tau_k>0\) cannot lift the energy of the exact model dynamics above its initial value, whatever continuous \(u\) the dynamics produces. The second is the storage of history: \(\sigma=\sum_k c_kq_k\) with \(q_k'=u-q_k/\tau_k\) and \(q_k(0)=0\) replaces the convolution by one auxiliary variable per mode. The third is the energy monitor. The inequality to check is \(E(T)\le E(0)\); a step-to-step decrease of \(E\) is the wrong criterion, as the one-mode example shows. The balance \(E(T)=E(0)-W(T)\) is a sharper monitor than the inequality because it fixes the value of \(E(T)\), and \(W\) can be accumulated from \(u\) and the \(q_k\) during a run; the identity for \(W\) does not contain \(E\) and tests the integration of the \(q_k\).

## Derivation

Fix one time \(\tau\ne0\) and write \(q\) for its mode. Splitting the exponential gives
\[
q(t)=e^{-t/\tau}\int_0^t e^{s/\tau}u(s)\,ds .
\]
The integrand is continuous, so the integral has derivative \(e^{t/\tau}u(t)\), and the product rule gives
\[
q'(t)=-\frac1\tau\,q(t)+e^{-t/\tau}e^{t/\tau}u(t)=\frac{\tau u(t)-q(t)}{\tau}.
\]
Multiplying by \(q\) yields \((q^2/2)'=uq-q^2/\tau\). Integration from \(0\) to \(T\) with \(q(0)=0\) gives the balance for one mode,
\[
\int_0^T uq\,dt=\frac{q(T)^2}{2}+\frac1\tau\int_0^T q^2\,dt .
\]
The sum in \(K\) is finite, so it passes through the history integral and \(\sigma=\sum_k c_kq_k\). It passes through the time integral as well, so \(W(T)=\sum_k c_k\int_0^T uq_k\,dt\), and inserting the one-mode balance for each \(k\) gives the identity.

For \(T\ge0\) the integral of \(q_k^2\) is nonnegative. With \(\tau_k>0\) the bracket is nonnegative, and with \(c_k\ge0\) so is each term, hence \(W(T)\ge0\).

The modes are differentiable, so \(\sigma\) and \(u\sigma\) are continuous. For \(E\) continuous on \([0,T]\) with derivative \(-u\sigma\) in the interior, the fundamental theorem of calculus gives \(E(T)-E(0)=-W(T)\), and \(W(T)\ge0\) turns this into \(E(T)\le E(0)\).

For strictness let \(T>0\) and suppose that \(\int_0^T q^2\) is not positive. A continuous nonnegative function that is positive at one point of \([0,T]\) has a positive integral, so \(q=0\) on all of \([0,T]\). Then \(q'=0\) there, one-sidedly at the endpoints, and the relaxation equation reduces to \(u=0\) on \([0,T]\). So a \(u\) that is nonzero somewhere on \([0,T]\) makes \(\int_0^T q_k^2>0\) for every \(k\), and one positive weight makes \(W(T)>0\). For a single mode with weight \(c<0\) and \(\tau>0\) the same positive bracket gives \(W(T)<0\).

## The file

In Lean 4 with Mathlib:

```lean
import Mathlib

open Set MeasureTheory

namespace ViscousMemory

noncomputable section

variable {ι : Type*} [Fintype ι]

/-- Memory kernel `K(t) = ∑ₖ cₖ exp(-t/τₖ)` with weights `cₖ` and relaxation times `τₖ`. -/
def kernel (c τ : ι → ℝ) (t : ℝ) : ℝ := ∑ k, c k * Real.exp (-t / τ k)

/-- Viscoelastic stress `σ(t) = ∫₀ᵗ K(t - s) u(s) ds` built from the history of the
velocity gradient `u`. -/
def stress (K u : ℝ → ℝ) (t : ℝ) : ℝ := ∫ s in (0 : ℝ)..t, K (t - s) * u s

/-- Work `W(T) = ∫₀ᵀ u(t) σ(t) dt` done against the memory stress. -/
def work (K u : ℝ → ℝ) (T : ℝ) : ℝ := ∫ t in (0 : ℝ)..T, u t * stress K u t

/-- Internal relaxation mode `q(t) = ∫₀ᵗ exp(-(t - s)/τ) u(s) ds`. -/
def mode (τ : ℝ) (u : ℝ → ℝ) (t : ℝ) : ℝ :=
  ∫ s in (0 : ℝ)..t, Real.exp (-(t - s) / τ) * u s

/-- For `τ ≠ 0` and continuous `u`, the internal mode obeys the relaxation equation `q' = (τ u - q)/τ`. -/
theorem mode_hasDerivAt {τ : ℝ} (hτ : τ ≠ 0) {u : ℝ → ℝ} (hu : Continuous u) (t : ℝ) :
    HasDerivAt (mode τ u) ((τ * u t - mode τ u t) / τ) t := by
  -- pull the factor exp(-t/τ) out of the history integral
  have hform : ∀ t, mode τ u t
      = Real.exp (-t / τ) * ∫ s in (0 : ℝ)..t, Real.exp (s / τ) * u s := by
    intro t
    rw [← intervalIntegral.integral_const_mul]
    refine intervalIntegral.integral_congr fun s _ => ?_
    show Real.exp (-(t - s) / τ) * u s = Real.exp (-t / τ) * (Real.exp (s / τ) * u s)
    have h : -(t - s) / τ = -t / τ + s / τ := by ring
    rw [h, Real.exp_add, mul_assoc]
  have hc : Continuous fun s => Real.exp (s / τ) * u s := by fun_prop
  have h1 := (hc.integral_hasStrictDerivAt 0 t).hasDerivAt
  have h2 : HasDerivAt (fun t => Real.exp (-t / τ)) (Real.exp (-t / τ) * (-1 / τ)) t :=
    ((hasDerivAt_neg' t).div_const τ).exp
  have key : HasDerivAt (mode τ u)
      (Real.exp (-t / τ) * (-1 / τ) * (∫ s in (0 : ℝ)..t, Real.exp (s / τ) * u s)
        + Real.exp (-t / τ) * (Real.exp (t / τ) * u t)) t := by
    rw [show mode τ u = _ from funext hform]
    exact h2.fun_mul h1
  refine key.congr_deriv ?_
  have he : Real.exp (-t / τ) * Real.exp (t / τ) = 1 := by
    have h : -t / τ + t / τ = 0 := by ring
    rw [← Real.exp_add, h, Real.exp_zero]
  have hi : τ * τ⁻¹ = 1 := mul_inv_cancel₀ hτ
  rw [hform t]
  linear_combination (u t) * he - (u t) * hi

/-- Balance for one mode: `∫₀ᵀ u q = q(T)²/2 + (1/τ) ∫₀ᵀ q²`. -/
theorem mode_work {τ : ℝ} (hτ : τ ≠ 0) {u : ℝ → ℝ} (hu : Continuous u) (T : ℝ) :
    ∫ t in (0 : ℝ)..T, u t * mode τ u t
      = mode τ u T ^ 2 / 2 + (∫ t in (0 : ℝ)..T, mode τ u t ^ 2) / τ := by
  have hd := mode_hasDerivAt hτ hu
  have hq : Continuous (mode τ u) := continuous_iff_continuousAt.2 fun t => (hd t).continuousAt
  have hi : τ * τ⁻¹ = 1 := mul_inv_cancel₀ hτ
  have h1 : Continuous fun t => u t * mode τ u t := hu.mul hq
  have h2 : Continuous fun t => mode τ u t ^ 2 / τ := (hq.pow 2).div_const τ
  have h3 : Continuous fun t => u t * mode τ u t - mode τ u t ^ 2 / τ := h1.sub h2
  -- (q²/2)' = u q - q²/τ
  have hder : ∀ t, HasDerivAt (fun t => mode τ u t * mode τ u t / 2)
      (u t * mode τ u t - mode τ u t ^ 2 / τ) t := fun t =>
    (((hd t).fun_mul (hd t)).div_const 2).congr_deriv
      (by linear_combination (u t * mode τ u t) * hi)
  have hF : ∫ t in (0 : ℝ)..T, (u t * mode τ u t - mode τ u t ^ 2 / τ)
      = mode τ u T * mode τ u T / 2 - mode τ u 0 * mode τ u 0 / 2 :=
    intervalIntegral.integral_eq_sub_of_hasDerivAt (fun t _ => hder t)
      (h3.intervalIntegrable _ _)
  have h0 : mode τ u 0 = 0 := by simp [mode]
  rw [intervalIntegral.integral_sub (h1.intervalIntegrable _ _) (h2.intervalIntegrable _ _),
    intervalIntegral.integral_div, h0] at hF
  linear_combination hF

/-- If `τ ≠ 0` and the continuous `u` is nonzero somewhere on `[0, T]` with `T > 0`, then `∫₀ᵀ q² > 0`. -/
theorem mode_sq_integral_pos {τ : ℝ} (hτ : τ ≠ 0) {u : ℝ → ℝ} (hu : Continuous u) {T : ℝ}
    (hT : 0 < T) (hne : ∃ t ∈ Icc (0 : ℝ) T, u t ≠ 0) :
    0 < ∫ t in (0 : ℝ)..T, mode τ u t ^ 2 := by
  have hd := mode_hasDerivAt hτ hu
  have hq : Continuous (mode τ u) := continuous_iff_continuousAt.2 fun t => (hd t).continuousAt
  have h2 : Continuous fun t => mode τ u t ^ 2 := hq.pow 2
  refine intervalIntegral.integral_pos hT h2.continuousOn (fun x _ => sq_nonneg _) ?_
  by_contra h
  obtain ⟨t, ht, hut⟩ := hne
  have hz : ∀ x ∈ Icc (0 : ℝ) T, mode τ u x = 0 := fun x hx => by
    by_contra hx0
    exact h ⟨x, hx, lt_of_le_of_ne (sq_nonneg _) (pow_ne_zero 2 hx0).symm⟩
  -- q = 0 on [0, T] forces q' = 0 there, hence u = 0
  have h0 : HasDerivWithinAt (mode τ u) 0 (Icc 0 T) t :=
    (hasDerivAt_const t (0 : ℝ)).hasDerivWithinAt.congr hz (hz t ht)
  have h1 := UniqueDiffWithinAt.eq_deriv _ (uniqueDiffOn_Icc hT t ht)
    (hd t).hasDerivWithinAt h0
  exact hut (by simpa [hz t ht, hτ] using h1)

/-- The stress of a multi-exponential kernel is the weighted sum `σ = ∑ₖ cₖ qₖ` of modes. -/
theorem stress_eq_sum (c τ : ι → ℝ) {u : ℝ → ℝ} (hu : Continuous u) (t : ℝ) :
    stress (kernel c τ) u t = ∑ k, c k * mode (τ k) u t := by
  simp only [stress, kernel, mode, Finset.sum_mul, mul_assoc]
  have hi : ∀ k ∈ (Finset.univ : Finset ι), IntervalIntegrable
      (fun s => c k * (Real.exp (-(t - s) / τ k) * u s)) volume 0 t :=
    fun k _ => Continuous.intervalIntegrable (by fun_prop) _ _
  rw [intervalIntegral.integral_finsetSum hi]
  simp only [intervalIntegral.integral_const_mul]

/-- Exact work identity `W(T) = ∑ₖ cₖ (qₖ(T)²/2 + (1/τₖ) ∫₀ᵀ qₖ²)`. -/
theorem work_identity (c τ : ι → ℝ) (hτ : ∀ k, τ k ≠ 0) {u : ℝ → ℝ} (hu : Continuous u)
    (T : ℝ) :
    work (kernel c τ) u T = ∑ k, c k *
      (mode (τ k) u T ^ 2 / 2 + (∫ t in (0 : ℝ)..T, mode (τ k) u t ^ 2) / τ k) := by
  have hq : ∀ k, Continuous (mode (τ k) u) := fun k =>
    continuous_iff_continuousAt.2 fun t => (mode_hasDerivAt (hτ k) hu t).continuousAt
  simp only [work, stress_eq_sum c τ hu, Finset.mul_sum]
  have hi : ∀ k ∈ (Finset.univ : Finset ι), IntervalIntegrable
      (fun t => u t * (c k * mode (τ k) u t)) volume 0 T :=
    fun k _ => Continuous.intervalIntegrable (hu.mul (continuous_const.mul (hq k))) _ _
  rw [intervalIntegral.integral_finsetSum hi]
  refine Finset.sum_congr rfl fun k _ => ?_
  rw [← mode_work (hτ k) hu, ← intervalIntegral.integral_const_mul]
  exact intervalIntegral.integral_congr fun t _ => mul_left_comm _ _ _

/-- For weights `cₖ ≥ 0` and times `τₖ > 0` the work `∫₀ᵀ u σ` is nonnegative for `T ≥ 0`. -/
theorem work_nonneg {c τ : ι → ℝ} (hc : ∀ k, 0 ≤ c k) (hτ : ∀ k, 0 < τ k) {u : ℝ → ℝ}
    (hu : Continuous u) {T : ℝ} (hT : 0 ≤ T) : 0 ≤ work (kernel c τ) u T := by
  rw [work_identity c τ (fun k => (hτ k).ne') hu]
  exact Finset.sum_nonneg fun k _ => mul_nonneg (hc k)
    (add_nonneg (div_nonneg (sq_nonneg _) zero_le_two)
      (div_nonneg (intervalIntegral.integral_nonneg hT fun t _ => sq_nonneg _) (hτ k).le))

/-- For `cₖ ≥ 0`, `τₖ > 0` and continuous `u`: if one weight is positive, `T > 0` and `u` is nonzero somewhere on `[0, T]`,
the work is strictly positive. -/
theorem work_pos {c τ : ι → ℝ} (hc : ∀ k, 0 ≤ c k) (hτ : ∀ k, 0 < τ k) (hc' : ∃ k, 0 < c k)
    {u : ℝ → ℝ} (hu : Continuous u) {T : ℝ} (hT : 0 < T)
    (hne : ∃ t ∈ Icc (0 : ℝ) T, u t ≠ 0) : 0 < work (kernel c τ) u T := by
  rw [work_identity c τ (fun k => (hτ k).ne') hu]
  obtain ⟨k, hk⟩ := hc'
  refine Finset.sum_pos' (fun k _ => mul_nonneg (hc k)
    (add_nonneg (div_nonneg (sq_nonneg _) zero_le_two)
      (div_nonneg (intervalIntegral.integral_nonneg hT.le fun t _ => sq_nonneg _) (hτ k).le)))
    ⟨k, Finset.mem_univ k, ?_⟩
  exact mul_pos hk (add_pos_of_nonneg_of_pos (div_nonneg (sq_nonneg _) zero_le_two)
    (div_pos (mode_sq_integral_pos (hτ k).ne' hu hT hne) (hτ k)))

/-- For a single mode with negative weight, `τ > 0` and continuous `u`, the work is strictly negative when
`T > 0` and `u` is nonzero somewhere on `[0, T]`. -/
theorem work_neg_of_neg_weight {c τ : ℝ} (hc : c < 0) (hτ : 0 < τ) {u : ℝ → ℝ}
    (hu : Continuous u) {T : ℝ} (hT : 0 < T) (hne : ∃ t ∈ Icc (0 : ℝ) T, u t ≠ 0) :
    work (kernel (fun _ : Unit => c) (fun _ => τ)) u T < 0 := by
  rw [work_identity _ _ (fun _ => hτ.ne') hu, Fintype.sum_unique]
  exact mul_neg_of_neg_of_pos hc (add_pos_of_nonneg_of_pos
    (div_nonneg (sq_nonneg _) zero_le_two) (div_pos (mode_sq_integral_pos hτ.ne' hu hT hne) hτ))

/-- An energy continuous on `t ≥ 0` with `E' = -u σ` for `t > 0` satisfies
`E(T) = E(0) - W(T)` for `T ≥ 0`. -/
theorem energy_balance (c τ : ι → ℝ) (hτ : ∀ k, τ k ≠ 0) {u : ℝ → ℝ} (hu : Continuous u)
    {E : ℝ → ℝ} (hE : ContinuousOn E (Ici 0))
    (hE' : ∀ t, 0 < t → HasDerivAt E (-(u t * stress (kernel c τ) u t)) t)
    {T : ℝ} (hT : 0 ≤ T) : E T = E 0 - work (kernel c τ) u T := by
  have hσ : Continuous (stress (kernel c τ) u) := by
    rw [show stress (kernel c τ) u = _ from funext (stress_eq_sum c τ hu)]
    exact continuous_iff_continuousAt.2 fun t => (HasDerivAt.fun_sum fun k _ =>
      (mode_hasDerivAt (hτ k) hu t).const_mul (c k)).continuousAt
  have hp : Continuous fun t => -(u t * stress (kernel c τ) u t) := (hu.mul hσ).neg
  have h := intervalIntegral.integral_eq_sub_of_hasDerivAt_of_le hT
    (hE.mono Icc_subset_Ici_self) (fun t ht => hE' t ht.1) (hp.intervalIntegrable _ _)
  rw [intervalIntegral.integral_neg] at h
  unfold work
  linarith

/-- For `cₖ ≥ 0`, `τₖ > 0` and continuous `u`, a function `E` continuous on
`t ≥ 0` with `E' = -u σ` for `t > 0` satisfies `E(T) ≤ E(0)` for all `T ≥ 0`. -/
theorem energy_le_initial {c τ : ι → ℝ} (hc : ∀ k, 0 ≤ c k) (hτ : ∀ k, 0 < τ k)
    {u : ℝ → ℝ} (hu : Continuous u) {E : ℝ → ℝ} (hE : ContinuousOn E (Ici 0))
    (hE' : ∀ t, 0 < t → HasDerivAt E (-(u t * stress (kernel c τ) u t)) t)
    {T : ℝ} (hT : 0 ≤ T) : E T ≤ E 0 := by
  have h1 := energy_balance c τ (fun k => (hτ k).ne') hu hE hE' hT
  have h2 := work_nonneg hc hτ hu hT
  linarith

end

end ViscousMemory
```

```lean
#print axioms ViscousMemory.work_nonneg
-- 'ViscousMemory.work_nonneg' depends on axioms: [propext, Classical.choice, Quot.sound]
#print axioms ViscousMemory.work_pos
-- 'ViscousMemory.work_pos' depends on axioms: [propext, Classical.choice, Quot.sound]
#print axioms ViscousMemory.work_neg_of_neg_weight
-- 'ViscousMemory.work_neg_of_neg_weight' depends on axioms: [propext, Classical.choice, Quot.sound]
#print axioms ViscousMemory.energy_le_initial
-- 'ViscousMemory.energy_le_initial' depends on axioms: [propext, Classical.choice, Quot.sound]
```

## Reading the statements

The index set is a finite type `ι`, and the weights and times are functions `c τ : ι → ℝ`, so that `c k` is \(c_k\) and `τ k` is \(\tau_k\). The type may be empty, in which case \(K=0\), \(W=0\) and the bound holds with equality; the one-point type `Unit` gives a single mode. `kernel c τ` is \(K\), `stress K u` is \(\sigma\), `work K u` is \(W\), and `mode (τ k) u` is \(q_k\). `stress` and `work` are defined for any function `K`, but every theorem about them inserts an exponential sum for it. The convention for signs is that \(u\sigma>0\) means energy leaving \(E\). The history starts at \(t=0\), which makes \(\sigma(0)=0\) and \(q_k(0)=0\). The integrals are oriented interval integrals, so `work_identity` holds for negative \(T\) too, and the sign of \(T\) enters only in the inequalities and the energy statements.

The main theorem `energy_le_initial` takes `hc` for \(c_k\ge0\), `hτ` for \(\tau_k>0\), `hu` for continuity of \(u\) on the whole real line, `hE` for continuity of \(E\) on \([0,\infty)\), written `Ici 0`, and `hE'` for the rate equation at each \(t>0\). No derivative of \(E\) at \(t=0\) is required. Its conclusion is `E T ≤ E 0` for `0 ≤ T`. The exact statements `work_identity` and `energy_balance` need only \(\tau_k\ne0\) and allow weights of either sign. `work_pos` and `work_neg_of_neg_weight` are the two strict statements, both with the hypothesis `hne` that \(u\) is nonzero at some point of `Icc (0 : ℝ) T`, the closed interval \([0,T]\).

## How the proof follows the derivation

`mode_hasDerivAt` is the relaxation equation. Its step `hform` pulls \(e^{-t/\tau}\) out of the integral, `h1` differentiates the integral with respect to its upper limit, `h2` differentiates the exponential, and `key` is the product rule. The closing `linear_combination` uses \(e^{-t/\tau}e^{t/\tau}=1\) and \(\tau\tau^{-1}=1\) to reach the form \((\tau u-q)/\tau\).

In `mode_work`, `hder` is \((q^2/2)'=uq-q^2/\tau\), `hF` integrates it with the fundamental theorem of calculus, and `h0` is \(q(0)=0\). `stress_eq_sum` and `work_identity` each exchange the finite sum with an integral through `intervalIntegral.integral_finsetSum`, with integrability supplied by continuity; the second then applies `mode_work` term by term. `work_nonneg` rewrites with the identity and checks the sign of each factor.

`mode_sq_integral_pos` reduces positivity of the integral to positivity of \(q^2\) at one point and argues by contradiction. `hz` says that \(q\) vanishes on \([0,T]\), `h0` gives it the derivative \(0\) within that interval, and `UniqueDiffWithinAt.eq_deriv` equates this with \((\tau u-q)/\tau\). Uniqueness of the derivative within \([0,T]\) holds at the endpoints too because \(T>0\). `work_pos` feeds this into `Finset.sum_pos'`, which needs all terms nonnegative and one positive, and `work_neg_of_neg_weight` multiplies the positive bracket by the negative weight.

`energy_balance` first shows in `hσ` that the stress is continuous, then applies `intervalIntegral.integral_eq_sub_of_hasDerivAt_of_le`, the version of the fundamental theorem that asks for continuity on the closed interval and a derivative only in the interior. `energy_le_initial` combines the balance with `work_nonneg`.

## When a sign condition fails

Flip the weight in the opening example: \(c=-1\), \(\tau=1\), \(u=\cos t+\sin t\). The mode is still \(\sin t\), the stress is \(-\sin t\), and \(W(\pi)=-\pi/2\), so \(E(\pi)=E(0)+\pi/2\). This is an instance of `work_neg_of_neg_weight`, which for \(T>0\) gives negative work for every continuous \(u\) that does not vanish identically on \([0,T]\). That theorem concerns one mode and says nothing about a sum with weights of mixed sign.

Flip the time instead: \(c=1\), \(\tau=-1\), so \(K(t)=e^{t}\), and take \(u=\cos t-\sin t\). Since \(e^{-s}(\cos s-\sin s)\) is the derivative of \(e^{-s}\sin s\), the stress is again \(\sin t\). The identity still applies and gives \(W(\pi)=0-\int_0^\pi\sin^2t\,dt=-\pi/2\). The kernel is positive at all times here, so positivity of \(K\) alone does not give the bound.

## A monotone energy from the same argument

Add the stored term to the energy, \(F(t)=E(t)+\sum_k c_kq_k(t)^2/2\). The rate equation and \((q_k^2/2)'=uq_k-q_k^2/\tau_k\) give, for \(t>0\),
\[
F'=-u\sigma+\sum_k c_k\left(uq_k-\frac{q_k^2}{\tau_k}\right)=-\sum_k\frac{c_k}{\tau_k}\,q_k^2\le0 .
\]
Under the same sign conditions \(F\) decreases or stays constant on \(t\ge0\), with \(F(0)=E(0)\) and \(E\le F\). In the opening example \(F(t)=E(0)-\int_0^t\sin^2s\,ds\). A code that carries the \(q_k\) can check from step to step that \(F\) does not increase, a test that \(E\) can fail even in the exact dynamics. The monotonicity of \(F\) and the worked numerical cases are done on paper above and are not among the theorems in the file.

## Scope of the guarantee

The theorems guarantee the identity for \(W\), its sign under the stated conditions, and the comparison of \(E(T)\) with \(E(0)\) for the exact continuous-time model. The comparison is with the initial time only, at which the memory is empty. A run restarted from nonzero \(q_k\), or a system with a history before \(t=0\), can start with stored energy and is not described.

The rate equation \(E'=-u\sigma\) is a hypothesis. It is not derived from time-dependent Kohn–Sham equations, and no orbitals, densities or currents appear. It contains no power term from an external field. The gradient and the stress are scalars at one location, with no tensor components and no integration over space. The weights and times are constants, whereas a kernel evaluated at an evolving local density would have \(c_k\) and \(\tau_k\) that change in time, and the derivation above uses their constancy both in the relaxation equation and when \(c_k\) is taken out of the time integral. The kernel is a finite sum of real exponentials, so oscillating kernels, power-law tails and an instantaneous viscous term lie beyond the statement, as does the quality of any fit. The function \(u\) must be continuous, which excludes a jump of \(u\) at a time \(t>0\); a nonzero initial value \(u(0)\) is allowed, as in the opening example.

Nothing is said about discretisation. A quadrature of the convolution or a time step for the \(q_k\) satisfies the identity only up to its own error, and whether the discrete work keeps its sign has to be established for the scheme in use.
